# In the hydrogenic model, a normalised s-wave donor envelope has energy at least minus one effective Rydberg

An electron bound to a shallow donor is described here by a real s-wave envelope w(r) in a single isotropic, parabolic band. The constant c > 0 stands for ħ²/(2m*), with m* the effective mass, and g for the Coulomb strength e²/(4πε) screened by the host's permittivity ε. Both are given, not derived from a crystal Hamiltonian.

```lean
import Mathlib

open MeasureTheory Set Filter Topology

namespace HydrogenicDonor

noncomputable section
```

The reduced radial function is

u(r) = r w(r).

```lean
/-- The reduced radial function `u(r) = r w(r)` of an s-wave envelope `w`. -/
def radial (w : ℝ → ℝ) : ℝ → ℝ := fun r => r * w r
```

All integrals run over r > 0, which is `Ioi 0` in Lean. The squared norm is ∫ u², without the angular factor 4π.

```lean
/-- The squared norm `∫ u²` over the half-line `r > 0`. -/
def normSq (u : ℝ → ℝ) : ℝ := ∫ r in Ioi (0 : ℝ), u r ^ 2
```

The energy, measured from the band minimum, is kinetic plus Coulomb:

E = ∫ (c u'² − g u²/r).

```lean
/-- The donor energy `∫ (c u'² - g u²/r)` over `r > 0`, with kinetic coefficient `c` and
screened Coulomb strength `g`. -/
def energy (c g : ℝ) (u : ℝ → ℝ) : ℝ :=
  ∫ r in Ioi (0 : ℝ), (c * deriv u r ^ 2 - g * u r ^ 2 / r)
```

The length and energy scales are the effective Bohr radius and the effective Rydberg,

a = 2c/g,  R = g²/(4c).

```lean
/-- The effective Bohr radius `a = 2c/g`, for `g ≠ 0`. -/
def bohrRadius (c g : ℝ) : ℝ := 2 * c / g

/-- The effective Rydberg `g²/(4c)`, for `c ≠ 0`. -/
def rydberg (c g : ℝ) : ℝ := g ^ 2 / (4 * c)
```

The candidate ground state has the envelope exp(−r/a).

```lean
/-- The exponential envelope `exp(-r/a)`, for `a ≠ 0`. -/
def donorState (a : ℝ) : ℝ → ℝ := fun r => Real.exp (-r / a)
```

An envelope is admissible if w is C¹ and both u and u' are square integrable. Lean takes w on the whole real line, so a function on the half-line enters through a C¹ extension. Finite Coulomb energy is not assumed; it is derived below.

```lean
/-- Admissible envelopes: `w` is continuously differentiable, and `u = r w` and `u'` are
square integrable on `r > 0`. -/
structure FiniteEnergy (w : ℝ → ℝ) : Prop where
  smooth : ContDiff ℝ 1 w
  norm : IntegrableOn (fun r => radial w r ^ 2) (Ioi 0)
  kinetic : IntegrableOn (fun r => deriv (radial w) r ^ 2) (Ioi 0)
```

## Finite Coulomb energy

The product rule gives

u' = w + r w'.

```lean
/-- The slope of the reduced radial function is `u' = w + r w'`. -/
theorem hasDerivAt_radial {w : ℝ → ℝ} (hw : Differentiable ℝ w) (r : ℝ) :
    HasDerivAt (radial w) (w r + r * deriv w r) r := by
  have h := (hasDerivAt_id' r).fun_mul (hw r).hasDerivAt
  exact h.congr_deriv (by ring)
```

Products of square-integrable continuous functions f and k (here k is a function, not the rate used later) are integrable, because

|f k| ≤ f² + k².

```lean
/-- The product of two continuous square-integrable functions on `r > 0` is integrable. -/
theorem integrable_mul {f k : ℝ → ℝ} (hf : Continuous f) (hk : Continuous k)
    (hf2 : IntegrableOn (fun r => f r ^ 2) (Ioi 0))
    (hk2 : IntegrableOn (fun r => k r ^ 2) (Ioi 0)) :
    IntegrableOn (fun r => f r * k r) (Ioi 0) := by
  refine Integrable.mono' (Integrable.add hf2 hk2) (hf.mul hk).aestronglyMeasurable
    (Eventually.of_forall fun r => ?_)
  change ‖f r * k r‖ ≤ f r ^ 2 + k r ^ 2
  rw [Real.norm_eq_abs, abs_le]
  constructor <;> nlinarith [sq_nonneg (f r + k r), sq_nonneg (f r - k r),
    sq_nonneg (f r), sq_nonneg (k r)]
```

The function w² is integrable on (0, 1] by continuity. For r > 1 it is dominated:

w² ≤ r² w² = u².

```lean
/-- For an admissible envelope, `w²` is integrable on `r > 0`. -/
theorem envelope_sq_integrable {w : ℝ → ℝ} (h : FiniteEnergy w) :
    IntegrableOn (fun r => w r ^ 2) (Ioi 0) := by
  have hc : Continuous fun r => w r ^ 2 := h.smooth.continuous.pow 2
  have near : IntegrableOn (fun r => w r ^ 2) (Ioc 0 1) := hc.integrableOn_Ioc
  -- beyond `r = 1` the envelope is dominated by `u = r w`
  have far : IntegrableOn (fun r => w r ^ 2) (Ioi 1) := by
    refine Integrable.mono' (h.norm.mono_set (Ioi_subset_Ioi zero_le_one))
      hc.aestronglyMeasurable ?_
    refine (ae_restrict_iff' measurableSet_Ioi).2 (Eventually.of_forall fun r hr => ?_)
    have hr1 : (1 : ℝ) < r := hr
    have h2 : 0 ≤ r ^ 2 - 1 := by nlinarith
    rw [Real.norm_of_nonneg (sq_nonneg _)]
    simp only [radial]
    nlinarith [mul_nonneg h2 (sq_nonneg (w r))]
  have all := near.union far
  rwa [Ioc_union_Ioi_eq_Ioi zero_le_one] at all
```

Since u²/r = u w, the Coulomb term is integrable. For any real rate k, so is the square needed next:

[r(w' + k w)]² = (u' − w + k u)² ≤ 3u'² + 3w² + 3k²u².

```lean
/-- For an admissible envelope the energy density is integrable, and so is the square
`[r (w' + k w)]²` for every rate `k`. -/
theorem densities_integrable {w : ℝ → ℝ} (h : FiniteEnergy w) (c g k : ℝ) :
    IntegrableOn (fun r => c * deriv (radial w) r ^ 2 - g * radial w r ^ 2 / r) (Ioi 0) ∧
    IntegrableOn (fun r => (r * (deriv w r + k * w r)) ^ 2) (Ioi 0) := by
  have hw := h.smooth.continuous
  have hv : Continuous (deriv w) := h.smooth.continuous_deriv le_rfl
  have hu : Continuous (radial w) := continuous_id.mul hw
  have iw := envelope_sq_integrable h
  constructor
  · have i := Integrable.sub (Integrable.const_mul h.kinetic c)
      (Integrable.const_mul (integrable_mul hu hw h.norm iw) g)
    refine IntegrableOn.congr_fun i (fun r hr => ?_) measurableSet_Ioi
    have hr0 : r ≠ 0 := (show (0 : ℝ) < r from hr).ne'
    change c * deriv (radial w) r ^ 2 - g * (r * w r * w r) =
      c * deriv (radial w) r ^ 2 - g * (r * w r) ^ 2 / r
    field_simp
  · have i := Integrable.add (Integrable.add (Integrable.const_mul h.kinetic 3)
      (Integrable.const_mul iw 3)) (Integrable.const_mul h.norm (3 * k ^ 2))
    have hq : Continuous fun r => deriv w r + k * w r := hv.add (continuous_const.mul hw)
    refine Integrable.mono' i ((continuous_id.mul hq).pow 2).aestronglyMeasurable
      (Eventually.of_forall fun r => ?_)
    change ‖(r * (deriv w r + k * w r)) ^ 2‖ ≤ 3 * deriv (radial w) r ^ 2 + 3 * w r ^ 2 +
      3 * k ^ 2 * (r * w r) ^ 2
    rw [Real.norm_of_nonneg (sq_nonneg _),
      (hasDerivAt_radial (h.smooth.differentiable (by norm_num)) r).deriv]
    have e : 3 * (w r + r * deriv w r) ^ 2 + 3 * w r ^ 2 + 3 * k ^ 2 * (r * w r) ^ 2
        - (r * (deriv w r + k * w r)) ^ 2 = (w r + r * deriv w r + w r) ^ 2
        + (w r + k * r * w r) ^ 2 + (w r + r * deriv w r - k * r * w r) ^ 2 := by ring
    have p : 0 ≤ (w r + r * deriv w r + w r) ^ 2
        + (w r + k * r * w r) ^ 2 + (w r + r * deriv w r - k * r * w r) ^ 2 := by positivity
    linarith
```

## Completing the square

Now fix k = g/(2c), which is 1/a when g ≠ 0. Expanding the square and using 2ck = g, ck² = R and u w = u²/r gives

c u'² − g u²/r + R u² = c [r(w' + k w)]² + c (2u'w − w² − 2k u u').

The last bracket is the derivative of B = u w − k u², because u w' = w(u' − w). B vanishes at r = 0. Since B' is integrable, B has a limit at infinity, and since B is integrable too, that limit is zero. Hence ∫ B' = 0 and

E + R ∫ u² = c ∫ [r(w' + k w)]².

In the code, `hB` is the derivative of B, `hzero` is the vanishing integral, and the `calc` block is the expansion. The identity holds for every real g; at g = 0 Lean's division by zero gives 1/a = 0, which still agrees with k.

```lean
/-- The energy plus one effective Rydberg times the squared norm equals
`c ∫ [r (w' + k w)]²`, with the rate `k = g/(2c)`. -/
theorem energy_identity {c : ℝ} (hc : 0 < c) (g : ℝ) {w : ℝ → ℝ}
    (h : FiniteEnergy w) :
    energy c g (radial w) + rydberg c g * normSq (radial w) =
      c * ∫ r in Ioi (0 : ℝ), (r * (deriv w r + g / (2 * c) * w r)) ^ 2 := by
  have hd : Differentiable ℝ w := h.smooth.differentiable (by norm_num)
  have hw := h.smooth.continuous
  have hu : Continuous (radial w) := continuous_id.mul hw
  have hs : ContDiff ℝ 1 (radial w) := contDiff_id.mul h.smooth
  have hu' : Continuous (deriv (radial w)) := hs.continuous_deriv le_rfl
  have iw := envelope_sq_integrable h
  obtain ⟨iE, iS⟩ := densities_integrable h c g (g / (2 * c))
  -- the total derivative left over after completing the square
  have hB : ∀ r, HasDerivAt
      (fun r => radial w r * w r - radial w r * radial w r / bohrRadius c g)
      (2 * (deriv (radial w) r * w r) - w r ^ 2
        - 2 / bohrRadius c g * (radial w r * deriv (radial w) r)) r := by
    intro r
    have h1 := hasDerivAt_radial hd r
    refine ((h1.fun_mul (hd r).hasDerivAt).fun_sub
      ((h1.fun_mul h1).div_const (bohrRadius c g))).congr_deriv ?_
    rw [h1.deriv]
    simp only [radial]
    ring
  have iB' : IntegrableOn (fun r => 2 * (deriv (radial w) r * w r) - w r ^ 2
      - 2 / bohrRadius c g * (radial w r * deriv (radial w) r)) (Ioi 0) :=
    Integrable.sub (Integrable.sub
      (Integrable.const_mul (integrable_mul hu' hw h.kinetic iw) 2) iw)
      (Integrable.const_mul (integrable_mul hu hu' h.norm h.kinetic) _)
  have iB : IntegrableOn
      (fun r => radial w r * w r - radial w r * radial w r / bohrRadius c g) (Ioi 0) :=
    Integrable.sub (integrable_mul hu hw h.norm iw)
      (Integrable.div_const (integrable_mul hu hu h.norm h.norm) _)
  have ht := tendsto_zero_of_hasDerivAt_of_integrableOn_Ioi (fun r _ => hB r) iB' iB
  have hzero : ∫ r in Ioi (0 : ℝ), (2 * (deriv (radial w) r * w r) - w r ^ 2
      - 2 / bohrRadius c g * (radial w r * deriv (radial w) r)) = 0 :=
    (integral_Ioi_of_hasDerivAt_of_tendsto' (fun r _ => hB r) iB' ht).trans
      (by simp [radial])
  calc energy c g (radial w) + rydberg c g * normSq (radial w)
      = ∫ r in Ioi (0 : ℝ), ((c * deriv (radial w) r ^ 2 - g * radial w r ^ 2 / r)
          + rydberg c g * radial w r ^ 2) := by
        rw [integral_add iE (Integrable.const_mul h.norm _), integral_const_mul]
        rfl
    _ = ∫ r in Ioi (0 : ℝ), (c * (r * (deriv w r + g / (2 * c) * w r)) ^ 2
          + c * (2 * (deriv (radial w) r * w r) - w r ^ 2
            - 2 / bohrRadius c g * (radial w r * deriv (radial w) r))) := by
        refine setIntegral_congr_fun measurableSet_Ioi (fun r hr => ?_)
        have hr0 : r ≠ 0 := (show (0 : ℝ) < r from hr).ne'
        simp only [(hasDerivAt_radial hd r).deriv, radial, rydberg, bohrRadius]
        field_simp
        ring
    _ = _ := by
        rw [integral_add (Integrable.const_mul iS c) (Integrable.const_mul iB' c),
          integral_const_mul, integral_const_mul, hzero, mul_zero, add_zero]
```

The right-hand side is non-negative, so

E ≥ −R ∫ u².

For admissible, nonzero s-wave trial functions in this one-band model, the variational energy E/∫ u² therefore cannot fall below −R. Higher angular momenta, anisotropic masses and central-cell corrections are not covered.

```lean
/-- Hydrogenic donor bound: the energy of an admissible envelope is at least minus one
effective Rydberg times its squared norm. -/
theorem donor_bound {c : ℝ} (hc : 0 < c) (g : ℝ) {w : ℝ → ℝ} (h : FiniteEnergy w) :
    -rydberg c g * normSq (radial w) ≤ energy c g (radial w) := by
  have e := energy_identity hc g h
  have p : 0 ≤ c * ∫ r in Ioi (0 : ℝ), (r * (deriv w r + g / (2 * c) * w r)) ^ 2 :=
    mul_nonneg hc.le (integral_nonneg fun r => sq_nonneg _)
  linarith
```

## Which envelopes attain the bound

Equality forces the integral of the square to vanish. By continuity w' + k w = 0 for all r > 0, and then also at r = 0. Therefore

(w exp(k r))' = exp(k r)(w' + k w) = 0,
w(r) = w(0) exp(−k r) for r ≥ 0.

Conversely, such a w satisfies w' = −k w for r > 0, so the square vanishes. For g ≤ 0 this exponential does not decay, so the only admissible w of this form is zero on r ≥ 0, and no normalised envelope attains the bound.

```lean
/-- An admissible envelope attains the donor bound exactly when it is a multiple of
`exp(-k r)` on `r ≥ 0`, with the rate `k = g/(2c)`. -/
theorem donor_bound_eq_iff {c : ℝ} (hc : 0 < c) (g : ℝ) {w : ℝ → ℝ}
    (h : FiniteEnergy w) :
    energy c g (radial w) = -rydberg c g * normSq (radial w) ↔
      ∀ r, 0 ≤ r → w r = w 0 * Real.exp (-(g / (2 * c) * r)) := by
  have e := energy_identity hc g h
  have iS := (densities_integrable h c g (g / (2 * c))).2
  have hd : Differentiable ℝ w := h.smooth.differentiable (by norm_num)
  have hw := h.smooth.continuous
  have hv : Continuous (deriv w) := h.smooth.continuous_deriv le_rfl
  generalize g / (2 * c) = k at *
  have hq : Continuous fun r => deriv w r + k * w r := hv.add (continuous_const.mul hw)
  constructor
  · intro he
    have h0 : ∫ r in Ioi (0 : ℝ), (r * (deriv w r + k * w r)) ^ 2 = 0 := by
      have : c * ∫ r in Ioi (0 : ℝ), (r * (deriv w r + k * w r)) ^ 2 = 0 := by linarith
      exact (mul_eq_zero.1 this).resolve_left hc.ne'
    have hae := (integral_eq_zero_iff_of_nonneg (fun r => sq_nonneg _) iS).1 h0
    -- a continuous square with zero integral vanishes everywhere
    have hon := Measure.eqOn_open_of_ae_eq hae isOpen_Ioi
      ((continuous_id.mul hq).pow 2).continuousOn continuousOn_const
    have hpos : EqOn (fun r => deriv w r + k * w r) (fun _ => 0) (Ioi 0) := by
      intro r hr
      have h1 : (r * (deriv w r + k * w r)) ^ 2 = 0 := hon hr
      exact (mul_eq_zero.1 (pow_eq_zero_iff two_ne_zero |>.1 h1)).resolve_left
        (show (0 : ℝ) < r from hr).ne'
    have hcl := hpos.closure hq continuous_const
    rw [closure_Ioi] at hcl
    -- hence `w exp(k r)` is constant
    have hD : ∀ r, 0 ≤ r → HasDerivAt (fun s => w s * Real.exp (k * s)) 0 r := by
      intro r hr
      have h1 : deriv w r + k * w r = 0 := hcl hr
      refine ((hd r).hasDerivAt.fun_mul
        ((hasDerivAt_id' r).const_mul k).exp).congr_deriv ?_
      linear_combination Real.exp (k * r) * h1
    intro r hr
    have hk := constant_of_has_deriv_right_zero (a := 0) (b := r)
      (fun s hs => (hD s hs.1).continuousAt.continuousWithinAt)
      (fun s hs => (hD s hs.1).hasDerivWithinAt) r ⟨hr, le_rfl⟩
    have hk' : w r * Real.exp (k * r) = w 0 := by simpa using hk
    have hx : Real.exp (k * r) * Real.exp (-(k * r)) = 1 := by
      rw [← Real.exp_add, add_neg_cancel, Real.exp_zero]
    rw [← hk', mul_assoc, hx, mul_one]
  · intro hexp
    have h0 : ∫ r in Ioi (0 : ℝ), (r * (deriv w r + k * w r)) ^ 2 = 0 := by
      refine setIntegral_eq_zero_of_forall_eq_zero (fun r hr => ?_)
      have hr0 : (0 : ℝ) < r := hr
      have hloc : w =ᶠ[𝓝 r] fun s => w 0 * Real.exp (-(k * s)) :=
        eventually_of_mem (Ioi_mem_nhds hr0) (fun s hs => hexp s (le_of_lt hs))
      have h1 := (((hasDerivAt_id' r).const_mul k).fun_neg.exp.const_mul (w 0)).deriv
      rw [hloc.deriv_eq, h1, hexp r hr0.le]
      ring
    rw [h0, mul_zero] at e
    linarith
```

## Trial functions and the ground state

If w is C¹ with compact support, then u and u' are continuous with compact support, so their squares are integrable.

```lean
/-- Every continuously differentiable envelope of compact support is admissible. -/
theorem finiteEnergy_of_compactSupport {w : ℝ → ℝ} (hw : ContDiff ℝ 1 w)
    (hs : HasCompactSupport w) : FiniteEnergy w := by
  have hu : ContDiff ℝ 1 (radial w) := contDiff_id.mul hw
  have hus : HasCompactSupport (radial w) := by
    refine hs.mono (fun r hr => ?_)
    rw [Function.mem_support] at hr ⊢
    intro hz
    exact hr (by simp [radial, hz])
  have hus' : HasCompactSupport (deriv (radial w)) := hus.deriv
  -- a continuous function of compact support is square integrable
  have key : ∀ f : ℝ → ℝ, Continuous f → HasCompactSupport f →
      IntegrableOn (fun r => f r ^ 2) (Ioi 0) := by
    intro f hf hfs
    have h2 : HasCompactSupport (fun r => f r ^ 2) := by
      refine hfs.mono (fun r hr => ?_)
      rw [Function.mem_support] at hr ⊢
      intro hz
      exact hr (by simp [hz])
    have h3 : Integrable (fun r => f r ^ 2) :=
      (hf.pow 2).integrable_of_hasCompactSupport h2
    exact h3.integrableOn
  have i1 := key (radial w) hu.continuous hus
  have i2 := key (deriv (radial w)) (hu.continuous_deriv le_rfl) hus'
  exact ⟨hw, i1, i2⟩
```

The exponential is admissible for every a > 0, since

u² = r² exp(−2r/a),
u'² = (1 − r/a)² exp(−2r/a),

and the moments of order 0, 1 and 2 of exp(−2r/a) are finite.

```lean
/-- The exponential envelope `exp(-r/a)` is admissible for every `a > 0`. -/
theorem finiteEnergy_donorState {a : ℝ} (ha : 0 < a) : FiniteEnergy (donorState a) := by
  have hsm : ContDiff ℝ 1 (donorState a) := (contDiff_id.neg.div_const a).exp
  have M : ∀ n : ℕ, IntegrableOn (fun r : ℝ => r ^ n * Real.exp (-(2 / a * r))) (Ioi 0) := by
    intro n
    have hn : (-1 : ℝ) < n := by
      have : (0 : ℝ) ≤ n := n.cast_nonneg
      linarith
    have hb : 0 < 2 / a := by positivity
    simpa only [Real.rpow_natCast, Real.rpow_one, neg_mul] using
      integrableOn_rpow_mul_exp_neg_mul_rpow (p := 1) hn (by norm_num) hb
  have hE : ∀ r : ℝ, Real.exp (-(2 / a * r)) = Real.exp (-r / a) ^ 2 := by
    intro r
    rw [sq, ← Real.exp_add]
    congr 1
    ring
  refine ⟨hsm, ?_, ?_⟩
  · have e : (fun r => radial (donorState a) r ^ 2) =
        fun r => r ^ 2 * Real.exp (-(2 / a * r)) := by
      funext r
      rw [hE]
      simp only [radial, donorState]
      ring
    rw [e]
    exact M 2
  · have e : (fun r => deriv (radial (donorState a)) r ^ 2) =
        fun r => r ^ 0 * Real.exp (-(2 / a * r)) - 2 / a * (r ^ 1 * Real.exp (-(2 / a * r)))
          + 1 / a ^ 2 * (r ^ 2 * Real.exp (-(2 / a * r))) := by
      funext r
      have h1 : deriv (donorState a) r = Real.exp (-r / a) * (-1 / a) :=
        ((hasDerivAt_id' r).fun_neg.div_const a).exp.deriv
      rw [(hasDerivAt_radial (hsm.differentiable (by norm_num)) r).deriv, h1, hE]
      simp only [donorState]
      ring
    rw [e]
    exact Integrable.add (Integrable.sub (M 0) (Integrable.const_mul (M 1) _))
      (Integrable.const_mul (M 2) _)
```

For g > 0 and a = 2c/g, the norm is a Gamma integral:

∫ u² = 2! (a/2)³ = a³/4.

Because 1/a = k and w(0) = 1, the equality criterion gives E = −R a³/4. The normalised state u = 2a^(−3/2) r exp(−r/a) therefore has energy −R.

```lean
/-- With `a` the effective Bohr radius, `u = r exp(-r/a)` has squared norm `a³/4` and energy
minus one effective Rydberg times `a³/4`. -/
theorem donorState_energy {c g : ℝ} (hc : 0 < c) (hg : 0 < g) :
    normSq (radial (donorState (bohrRadius c g))) = bohrRadius c g ^ 3 / 4 ∧
    energy c g (radial (donorState (bohrRadius c g))) =
      -rydberg c g * (bohrRadius c g ^ 3 / 4) := by
  have ha : 0 < bohrRadius c g := by unfold bohrRadius; positivity
  have hN : normSq (radial (donorState (bohrRadius c g))) = bohrRadius c g ^ 3 / 4 := by
    generalize bohrRadius c g = a at *
    have hb : 0 < 2 / a := by positivity
    -- the second moment of the exponential is a Gamma integral
    have h := Real.integral_rpow_mul_exp_neg_mul_Ioi
      (show (0 : ℝ) < ((2 : ℕ) : ℝ) + 1 by positivity) hb
    rw [Real.Gamma_nat_eq_factorial] at h
    simp only [add_sub_cancel_right, Real.rpow_natCast] at h
    rw [show ((2 : ℕ) : ℝ) + 1 = ((3 : ℕ) : ℝ) by norm_num, Real.rpow_natCast, one_div_div,
      show ((Nat.factorial 2 : ℕ) : ℝ) = 2 by norm_num [Nat.factorial]] at h
    have e : (fun r => radial (donorState a) r ^ 2) =
        fun r => r ^ 2 * Real.exp (-(2 / a * r)) := by
      funext r
      rw [show -(2 / a * r) = -r / a + -r / a by ring, Real.exp_add]
      simp only [radial, donorState]
      ring
    rw [normSq, e, h]
    ring
  refine ⟨hN, ?_⟩
  rw [← hN]
  refine (donor_bound_eq_iff hc g (finiteEnergy_donorState ha)).2 (fun r _ => ?_)
  -- the decay rate is the inverse of the effective Bohr radius
  have e : -r / bohrRadius c g = -(g / (2 * c) * r) := by
    rw [bohrRadius, div_div_eq_mul_div]
    ring
  simp only [donorState]
  rw [e, neg_zero, zero_div, Real.exp_zero, one_mul]

end

end HydrogenicDonor
```

```lean
#print axioms HydrogenicDonor.donor_bound
#print axioms HydrogenicDonor.finiteEnergy_of_compactSupport
#print axioms HydrogenicDonor.donorState_energy
```

```
'HydrogenicDonor.donor_bound' depends on axioms: [propext, Classical.choice, Quot.sound]
'HydrogenicDonor.finiteEnergy_of_compactSupport' depends on axioms: [propext, Classical.choice, Quot.sound]
'HydrogenicDonor.donorState_energy' depends on axioms: [propext, Classical.choice, Quot.sound]
```
